# A Quadratic Bound on Electrons Leaving an Occupied Space under a Fixed One-Particle Hamiltonian

Put one electron in the first of two orthonormal orbitals coupled by unit hopping. With $\hbar=1$, the Hamiltonian and the projector on the occupied orbital are

$$
H=\begin{pmatrix}0&1\\1&0\end{pmatrix},\qquad
P=\begin{pmatrix}1&0\\0&0\end{pmatrix}.
$$

Since $H^2=1$, the propagator is $e^{-iHt}=\cos t-iH\sin t$. The amplitude on the second orbital is $-i\sin t$, so the population lost from the first is $\sin^2t\le t^2$. The hopping limits how fast the amplitude can grow, and the population is the amplitude squared.

## The bound for $N$ electrons

Now let $N$ non-interacting electrons fill an $N$-dimensional subspace of a finite orthonormal basis of spin orbitals. The projector $P$ on this subspace is their one-particle density matrix: $P^\dagger=P$, $P^2=P$ and $\operatorname{tr}P=N$. Under a time-independent Hermitian $H$ it evolves as

$$
P(t)=U(t)\,P\,U(t)^\dagger,\qquad U(t)=e^{-iHt}.
$$

The expected number of electrons still in the original subspace, meaning the average over repeated measurements, is $\operatorname{tr}(PP(t))$. The claim is that for every real $t$

$$
L(t):=N-\operatorname{tr}(PP(t))\le t^2K,\qquad
K:=\operatorname{tr}\bigl(PH(1-P)H\bigr).
$$

In orbitals adapted to $P$, with $i$ occupied and $a$ empty, $K=\sum_{ia}|H_{ai}|^2$. Only the coupling between occupied and empty orbitals enters.

For one electron, $K$ is the energy variance $(\Delta E)^2$. The Mandelstam–Tamm speed limit then gives the sharper bound $\sin^2(\Delta E\,t)$ as long as $\Delta E\,|t|\le\pi/2$; the estimate here is its quadratic, weaker relative, stated for any $N$.

## Derivation from the commutator

Measure matrices by the Frobenius norm, $\|A\|^2=\operatorname{tr}(A^\dagger A)=\sum_{ij}|A_{ij}|^2$, and write $[H,\rho]=H\rho-\rho H$.

**Evolution preserves the norm.** Because $U^\dagger U=1$ and the trace is cyclic,

$$
\|UAU^\dagger\|^2=\operatorname{tr}(UA^\dagger U^\dagger UAU^\dagger)
=\operatorname{tr}(UA^\dagger AU^\dagger)=\|A\|^2 .
$$

**The speed is constant.** Let $\rho$ be any matrix and $\rho(t)=U\rho U^\dagger$. Since $H$ commutes with $U$, we have $\dot U=U(-iH)$ and $\dot U^\dagger=(iH)U^\dagger$. Hence

$$
\dot\rho(t)=U(-iH\rho+i\rho H)U^\dagger=U\bigl(-i[H,\rho]\bigr)U^\dagger,
\qquad \|\dot\rho(t)\|=\|[H,\rho]\| .
$$

Integrating from $0$ to $t$ gives $\|\rho(t)-\rho\|\le|t|\,\|[H,\rho]\|$.

**Lost population is a squared distance.** The matrix $P(t)$ is again a Hermitian idempotent of trace $N$, so

$$
\|P(t)-P\|^2=\operatorname{tr}\bigl(P(t)-P(t)P-PP(t)+P\bigr)
=2N-2\operatorname{tr}(PP(t))=2L(t).
$$

**The coupling is a squared commutator.** Since $[H,P]^\dagger=PH-HP$,

$$
\begin{aligned}
\|[H,P]\|^2
&=\operatorname{tr}(PHHP)-\operatorname{tr}(PHPH)-\operatorname{tr}(HPHP)+\operatorname{tr}(HPPH)\\
&=2\operatorname{tr}(PH^2)-2\operatorname{tr}(PHPH)=2K .
\end{aligned}
$$

Combining these results,

$$
L(t)=\tfrac12\|P(t)-P\|^2\le\tfrac12t^2\|[H,P]\|^2=t^2K .
$$

**Short times.** As $t\to0$, the quotient $(P(t)-P)/t$ tends to $-i[H,P]$. Therefore

$$
\frac{L(t)}{t^2}=\frac12\left\|\frac{P(t)-P}{t}\right\|^2\longrightarrow\frac12\|[H,P]\|^2=K .
$$

If $L(t)\le ct^2$ holds for all $t$, dividing by $t^2$ and taking this limit gives $K\le c$. The coefficient is thus the best possible for each $H$ and $P$.

## Matrices, norm and evolution in Lean

The finite type `n` labels the spin orbitals, and operators are complex matrices in that orthonormal basis. Opening `Matrix.Norms.Frobenius` makes `‖A‖` the Frobenius norm. Opening `ComplexOrder` gives meaning to `≤` between complex numbers: the real parts are ordered and the imaginary parts are equal.

```lean
import Mathlib

open Matrix Filter Topology
open scoped Matrix.Norms.Frobenius ComplexOrder

namespace OccupiedSpaceSpeedLimit

noncomputable section

variable {n : Type*} [Fintype n] [DecidableEq n]
```

The propagator is the matrix exponential, with real time multiplying the generator $-iH$.

```lean
/-- The propagator `exp(-iHt)` of a one-particle Hamiltonian `H`, with `ħ = 1`. -/
def propagator (H : Matrix n n ℂ) (t : ℝ) : Matrix n n ℂ :=
  NormedSpace.exp (t • ((-Complex.I) • H))
```

The evolved matrix has `propagator H (-t)` on the right, which is $e^{iHt}$. For Hermitian $H$ this is $U(t)^\dagger$, but the definition itself accepts any $H$.

```lean
/-- The evolved one-particle matrix `ρ(t) = exp(-iHt) ρ exp(iHt)`. -/
def evolve (H ρ : Matrix n n ℂ) (t : ℝ) : Matrix n n ℂ :=
  propagator H t * ρ * propagator H (-t)
```

Two lemmas supply unitarity. The first adds the exponents, which is allowed because both are multiples of the same matrix.

```lean
/-- Evolving backwards in time undoes evolving forwards. -/
theorem propagator_neg_mul (H : Matrix n n ℂ) (t : ℝ) :
    propagator H (-t) * propagator H t = 1 := by
  have hc : Commute ((-t) • ((-Complex.I) • H)) (t • ((-Complex.I) • H)) :=
    ((Commute.refl _).smul_left _).smul_right _
  unfold propagator
  rw [← Matrix.exp_add_of_commute _ _ hc, ← add_smul, neg_add_cancel, zero_smul,
    NormedSpace.exp_zero]
```

The second moves the adjoint inside the exponential, where Hermiticity turns $-iH$ into $iH$.

```lean
/-- For Hermitian `H` the adjoint of the propagator is the propagator for reversed time. -/
theorem propagator_conjTranspose {H : Matrix n n ℂ} (hH : H.IsHermitian) (t : ℝ) :
    (propagator H t)ᴴ = propagator H (-t) := by
  unfold propagator
  rw [← Matrix.exp_conjTranspose, Matrix.conjTranspose_smul, Matrix.conjTranspose_smul, hH.eq]
  simp
```

## Constant speed in the Frobenius norm

The trace formula for the norm is obtained by expanding both sides into sums over matrix elements.

```lean
/-- The squared Frobenius norm of a matrix `A` is the trace of `A†A`. -/
theorem trace_conjTranspose_mul_self (A : Matrix n n ℂ) :
    trace (Aᴴ * A) = ((‖A‖ ^ 2 : ℝ) : ℂ) := by
  have h : ‖A‖ ^ 2 = ∑ i, ∑ j, ‖A i j‖ ^ 2 := by
    rw [Matrix.frobenius_norm_def, ← Real.sqrt_eq_rpow, Real.sq_sqrt (by positivity)]
    simp only [Real.rpow_two]
  rw [h, Finset.sum_comm]
  simp only [Matrix.trace, Matrix.diag_apply, Matrix.mul_apply, Matrix.conjTranspose_apply]
  push_cast
  exact Finset.sum_congr rfl fun i _ => Finset.sum_congr rfl fun j _ => Complex.conj_mul' _
```

Norm preservation follows the calculation by hand: `e` removes the inner $U^\dagger U$, and cyclicity of the trace removes the outer pair. The proof compares squared norms and then uses that norms are non-negative.

```lean
/-- Evolution under a Hermitian `H` preserves the Frobenius norm. -/
theorem norm_evolve {H : Matrix n n ℂ} (hH : H.IsHermitian) (A : Matrix n n ℂ) (t : ℝ) :
    ‖evolve H A t‖ = ‖A‖ := by
  have hVU := propagator_neg_mul H t
  have hV : (propagator H (-t))ᴴ = propagator H t := by
    rw [propagator_conjTranspose hH, neg_neg]
  have e : (evolve H A t)ᴴ * evolve H A t
      = propagator H t * (Aᴴ * A) * propagator H (-t) := by
    unfold evolve
    rw [Matrix.conjTranspose_mul, Matrix.conjTranspose_mul, hV, propagator_conjTranspose hH]
    calc _ = propagator H t * Aᴴ * (propagator H (-t) * propagator H t) * A
            * propagator H (-t) := by noncomm_ring
      _ = _ := by rw [hVU]; noncomm_ring
  refine (sq_eq_sq₀ (norm_nonneg _) (norm_nonneg _)).1 (Complex.ofReal_injective ?_)
  rw [← trace_conjTranspose_mul_self, ← trace_conjTranspose_mul_self, e,
    Matrix.trace_mul_comm, ← mul_assoc, hVU, one_mul]
```

For the derivative, `h1` and `h2` differentiate the two propagators with the generator placed next to $\rho$, as above. The product rule and non-commutative algebra then assemble the commutator. Hermiticity is not needed here.

```lean
/-- The rate of change of `ρ(t)` is the evolved matrix `-i(Hρ - ρH)`. -/
theorem hasDerivAt_evolve (H ρ : Matrix n n ℂ) (t : ℝ) :
    HasDerivAt (evolve H ρ) (evolve H ((-Complex.I) • (H * ρ - ρ * H)) t) t := by
  have hW : (-Complex.I) • (H * ρ - ρ * H)
      = ((-Complex.I) • H) * ρ - ρ * ((-Complex.I) • H) := by
    rw [smul_sub, smul_mul_assoc, mul_smul_comm]
  have e : ∀ u : ℝ, propagator H (-u) = NormedSpace.exp (u • (-((-Complex.I) • H))) := by
    intro u
    rw [propagator, neg_smul, smul_neg]
  have h1 : HasDerivAt (fun u : ℝ => propagator H u)
      (propagator H t * ((-Complex.I) • H)) t :=
    hasDerivAt_exp_smul_const ((-Complex.I) • H) t
  have h2 : HasDerivAt (fun u : ℝ => propagator H (-u))
      (-((-Complex.I) • H) * propagator H (-t)) t := by
    simp only [e]
    exact hasDerivAt_exp_smul_const' (-((-Complex.I) • H)) t
  -- product rule for the two propagators
  refine ((h1.mul_const ρ).fun_mul h2).congr_deriv ?_
  rw [hW]
  unfold evolve
  generalize (-Complex.I) • H = W
  noncomm_ring
```

The mean value inequality takes the place of the integral. Its constant `C` is the commutator norm, which bounds the derivative at every time by `norm_evolve`. This estimate holds for any matrix $\rho$, not only for projectors.

```lean
/-- Speed limit for any one-particle matrix `ρ` and Hermitian `H`: in time `t` it moves by at
most `|t|` times the norm of its commutator with `H`. -/
theorem norm_evolve_sub_le {H : Matrix n n ℂ} (hH : H.IsHermitian) (ρ : Matrix n n ℂ) (t : ℝ) :
    ‖evolve H ρ t - ρ‖ ≤ |t| * ‖H * ρ - ρ * H‖ := by
  have h0 : evolve H ρ 0 = ρ := by simp [evolve, propagator, NormedSpace.exp_zero]
  have h := Convex.norm_image_sub_le_of_norm_hasDerivWithin_le
    (C := ‖H * ρ - ρ * H‖) (s := Set.univ) (x := (0 : ℝ)) (y := t)
    (fun u _ => (hasDerivAt_evolve H ρ u).hasDerivWithinAt)
    (fun u _ => by rw [norm_evolve hH, norm_smul]; simp)
    convex_univ (Set.mem_univ _) (Set.mem_univ _)
  rw [h0, sub_zero, Real.norm_eq_abs] at h
  linarith
```

## From distance to electron number

In the next lemma, `hR`, `hRR` and `htr` show that $P(t)$ is Hermitian, idempotent and of the same trace as $P$. Expanding the square in `e` and taking the trace gives $L(t)=\frac12\|P(t)-P\|^2$.

```lean
/-- For a Hermitian idempotent `P` and Hermitian `H`, the population missing from the range of
`P` at time `t` is half the squared distance between `P(t)` and `P`. -/
theorem lost_population_eq {H P : Matrix n n ℂ} (hH : H.IsHermitian) (hP : P.IsHermitian)
    (hPP : P * P = P) (t : ℝ) :
    trace P - trace (P * evolve H P t) = ((‖evolve H P t - P‖ ^ 2 / 2 : ℝ) : ℂ) := by
  have hVU := propagator_neg_mul H t
  -- the evolved matrix is again a projector of the same trace
  have hR : (evolve H P t)ᴴ = evolve H P t := by
    unfold evolve
    rw [Matrix.conjTranspose_mul, Matrix.conjTranspose_mul, hP.eq,
      propagator_conjTranspose hH, propagator_conjTranspose hH, neg_neg, mul_assoc]
  have hRR : evolve H P t * evolve H P t = evolve H P t := by
    unfold evolve
    calc _ = propagator H t * P * (propagator H (-t) * propagator H t) * P
            * propagator H (-t) := by noncomm_ring
      _ = propagator H t * (P * P) * propagator H (-t) := by rw [hVU]; noncomm_ring
      _ = _ := by rw [hPP]
  have htr : trace (evolve H P t) = trace P := by
    unfold evolve
    rw [Matrix.trace_mul_comm, ← mul_assoc, hVU, one_mul]
  have h := trace_conjTranspose_mul_self (evolve H P t - P)
  have e : (evolve H P t - P) * (evolve H P t - P)
      = evolve H P t - evolve H P t * P - P * evolve H P t + P := by
    rw [sub_mul, mul_sub, mul_sub, hRR, hPP]
    abel
  rw [Matrix.conjTranspose_sub, hR, hP.eq, e, Matrix.trace_add, Matrix.trace_sub,
    Matrix.trace_sub, Matrix.trace_mul_comm (evolve H P t) P, htr] at h
  push_cast at h ⊢
  linear_combination h / 2
```

The coupling lemma expands the squared commutator. Its auxiliary equations `a`, `b` and `c` use the cyclicity of the trace and `P * P = P` to reduce four traces to two.

```lean
/-- For a Hermitian idempotent `P` and Hermitian `H`, the occupied-to-empty coupling
`tr(P H (1 - P) H)` is half the squared norm of the commutator of `H` and `P`. -/
theorem coupling_eq {H P : Matrix n n ℂ} (hH : H.IsHermitian) (hP : P.IsHermitian)
    (hPP : P * P = P) :
    trace (P * H * (1 - P) * H) = ((‖H * P - P * H‖ ^ 2 / 2 : ℝ) : ℂ) := by
  have h := trace_conjTranspose_mul_self (H * P - P * H)
  have a : trace (H * P * (P * H)) = trace (P * H * H) := by
    rw [mul_assoc, ← mul_assoc P P H, hPP, Matrix.trace_mul_comm]
  have b : trace (P * H * (H * P)) = trace (P * H * H) := by
    rw [Matrix.trace_mul_comm, a]
  have c : trace (H * P * (H * P)) = trace (P * H * (P * H)) := by
    rw [mul_assoc, Matrix.trace_mul_comm]
    simp only [mul_assoc]
  have d : P * H * (1 - P) * H = P * H * H - P * H * (P * H) := by noncomm_ring
  rw [Matrix.conjTranspose_sub, Matrix.conjTranspose_mul, Matrix.conjTranspose_mul, hH.eq,
    hP.eq, sub_mul, mul_sub, mul_sub, Matrix.trace_sub, Matrix.trace_sub, Matrix.trace_sub,
    a, b, c] at h
  rw [d, Matrix.trace_sub]
  push_cast at h ⊢
  linear_combination h / 2
```

## The speed limit and its short-time coefficient

The main theorem reads: if `H` and `P` are Hermitian, `P * P = P`, and the trace of `P` is the natural number `N`, then $L(t)\le t^2K$ for every real `t`, negative times included. The hypothesis `hN` identifies `N` as the electron number. Traces are complex in Lean, so the inequality also says that the difference of its two sides is real. The proof squares the distance estimate, halves it, and replaces both squared norms by the traces they equal.

```lean
/-- Quantum speed limit for the occupied space: for Hermitian `H` and a Hermitian idempotent `P` of
trace `N`, the expected number of electrons lost from the range of `P` at time `t` is at most
`t² tr(P H (1 - P) H)`. -/
theorem occupied_space_speed_limit {H P : Matrix n n ℂ} {N : ℕ} (hH : H.IsHermitian)
    (hP : P.IsHermitian) (hPP : P * P = P) (hN : trace P = N) (t : ℝ) :
    (N : ℂ) - trace (P * evolve H P t) ≤ (t : ℂ) ^ 2 * trace (P * H * (1 - P) * H) := by
  have h := pow_le_pow_left₀ (norm_nonneg _) (norm_evolve_sub_le hH P t) 2
  rw [mul_pow, sq_abs] at h
  have h' : ‖evolve H P t - P‖ ^ 2 / 2 ≤ t ^ 2 * (‖H * P - P * H‖ ^ 2 / 2) := by linarith
  rw [← hN, lost_population_eq hH hP hPP, coupling_eq hH hP hPP, ← Complex.ofReal_pow,
    ← Complex.ofReal_mul]
  exact Complex.real_le_real.2 h'
```

The result bears on real-time propagation in electronic structure, for non-interacting electrons with a fixed Hamiltonian in a finite basis: it bounds the expected number of electrons outside the initial occupied space at a given time. For a real molecule, replacing the interacting dynamics by evolution under one fixed matrix $H$ is an approximation whose error the theorem does not bound. In a self-consistent mean-field calculation, for example, $H$ generally changes with the density.

The limit theorem uses `𝓝[≠] 0`, meaning that $t$ approaches zero without being equal to it. Lean's `slope` is the difference quotient of $P(t)$; taking its norm, squaring and halving gives the limit derived above.

```lean
/-- For Hermitian `H` and a Hermitian idempotent `P` of trace `N`, the expected number of electrons
lost from the range of `P`, divided by `t²`, tends to `tr(P H (1 - P) H)` as `t → 0`. -/
theorem short_time_limit {H P : Matrix n n ℂ} {N : ℕ} (hH : H.IsHermitian)
    (hP : P.IsHermitian) (hPP : P * P = P) (hN : trace P = N) :
    Tendsto (fun t : ℝ => ((N : ℂ) - trace (P * evolve H P t)) / (t : ℂ) ^ 2) (𝓝[≠] 0)
      (𝓝 (trace (P * H * (1 - P) * H))) := by
  have h0 : evolve H P 0 = P := by simp [evolve, propagator, NormedSpace.exp_zero]
  -- the difference quotient of P(t) converges, hence so does half its squared norm
  have h := (((hasDerivAt_evolve H P 0).tendsto_slope.norm).pow 2).div_const 2
  have hn : ‖(-Complex.I) • (H * P - P * H)‖ = ‖H * P - P * H‖ := by
    rw [norm_smul]; simp
  rw [norm_evolve hH, hn] at h
  rw [coupling_eq hH hP hPP]
  refine ((Complex.continuous_ofReal.tendsto _).comp h).congr fun t => ?_
  rw [← hN, lost_population_eq hH hP hPP, ← Complex.ofReal_pow, ← Complex.ofReal_div]
  simp only [Function.comp_apply]
  congr 1
  rw [slope_def_module, h0, sub_zero, norm_smul, mul_pow, norm_inv, inv_pow,
    Real.norm_eq_abs, sq_abs]
  ring
```

## Two orbitals with unit hopping

The last theorem returns to the opening example. It confirms that these matrices satisfy the hypotheses with $N=1$ and that $K=1$, so the bound is $t^2$ and is not trivially zero. The explicit loss $\sin^2t$ comes from the direct calculation at the start, and $\sin^2t/t^2\to1$ agrees with the short-time limit.

```lean
/-- Two orbitals coupled by unit hopping, the first one occupied, meet the hypotheses with
`N = 1`, and their occupied-to-empty coupling is `1`. -/
theorem speed_limit_witness :
    (!![0, 1; 1, 0] : Matrix (Fin 2) (Fin 2) ℂ).IsHermitian ∧
    (!![1, 0; 0, 0] : Matrix (Fin 2) (Fin 2) ℂ).IsHermitian ∧
    (!![1, 0; 0, 0] : Matrix (Fin 2) (Fin 2) ℂ) * !![1, 0; 0, 0] = !![1, 0; 0, 0] ∧
    trace (!![1, 0; 0, 0] : Matrix (Fin 2) (Fin 2) ℂ) = (1 : ℕ) ∧
    trace ((!![1, 0; 0, 0] : Matrix (Fin 2) (Fin 2) ℂ) * !![0, 1; 1, 0]
      * (1 - !![1, 0; 0, 0]) * !![0, 1; 1, 0]) = 1 := by
  refine ⟨?_, ?_, ?_, ?_, ?_⟩
  · ext i j; fin_cases i <;> fin_cases j <;> simp
  · ext i j; fin_cases i <;> fin_cases j <;> simp
  · ext i j; fin_cases i <;> fin_cases j <;> simp
  · simp [Matrix.trace_fin_two]
  · -- the projector on the empty orbital, written out
    have e : (1 : Matrix (Fin 2) (Fin 2) ℂ) - !![1, 0; 0, 0] = !![0, 0; 0, 1] := by
      ext i j; fin_cases i <;> fin_cases j <;> simp
    rw [e]
    simp only [Matrix.mul_fin_two, Matrix.trace_fin_two_of]
    norm_num

end

end OccupiedSpaceSpeedLimit
```

```lean
#print axioms OccupiedSpaceSpeedLimit.occupied_space_speed_limit
#print axioms OccupiedSpaceSpeedLimit.short_time_limit
```

```
'OccupiedSpaceSpeedLimit.occupied_space_speed_limit' depends on axioms: [propext, Classical.choice, Quot.sound]
'OccupiedSpaceSpeedLimit.short_time_limit' depends on axioms: [propext, Classical.choice, Quot.sound]
```
